# For positive definite A, conjugate gradients preconditioned by M = L Lᵀ match plain conjugate gradients on L⁻¹AL⁻ᵀ until the residual vanishes

If the two runs could drift apart, a convergence bound derived for the matrix L⁻¹AL⁻ᵀ wouldn't automatically hold for the solver I actually run. My code solves A x = b and only ever applies M⁻¹ to a residual. It never builds L⁻¹AL⁻ᵀ, and L isn't even unique: for any orthogonal Q, the factor LQ gives the same M but, in general, a different split matrix. How can one run stand for plain conjugate gradients on all of these systems?

## The variable y = Lᵀx absorbs the choice of factor

Started from the same x₀, every split run gives the same x after its own change of variables. Replacing L by LQ turns y into Qᵀy, and the map back to x undoes the rotation.

Let A be a real symmetric positive definite matrix and L a real invertible one of the same size, and put M = L Lᵀ. Write xₖ for the iterates, rₖ for the residuals, pₖ for the search directions, αₖ for the step lengths and βₖ for the direction coefficients. The preconditioned run starts from r₀ = b − A x₀ and p₀ = M⁻¹r₀, and continues with

αₖ (pₖ·A pₖ) = rₖ·M⁻¹rₖ

xₖ₊₁ = xₖ + αₖ pₖ

rₖ₊₁ = rₖ − αₖ A pₖ

βₖ (rₖ·M⁻¹rₖ) = rₖ₊₁·M⁻¹rₖ₊₁

pₖ₊₁ = M⁻¹rₖ₊₁ + βₖ pₖ

Plain conjugate gradients are the case M = 1. Now put B = L⁻¹AL⁻ᵀ, and set yₖ = Lᵀxₖ, ρₖ = L⁻¹rₖ and qₖ = Lᵀpₖ. Since M⁻¹ = L⁻ᵀL⁻¹, four identities follow:

B qₖ = L⁻¹A pₖ

LᵀM⁻¹rₖ = L⁻¹rₖ = ρₖ

ρₖ·ρₖ = rₖ·L⁻ᵀL⁻¹rₖ = rₖ·M⁻¹rₖ

qₖ·B qₖ = (Lᵀpₖ)·(L⁻¹A pₖ) = pₖ·A pₖ

Multiply the updates of x and p by Lᵀ and that of r by L⁻¹. At the start, ρ₀ = L⁻¹b − B y₀ and q₀ = ρ₀. The later steps become

yₖ₊₁ = yₖ + αₖ qₖ

ρₖ₊₁ = ρₖ − αₖ B qₖ

qₖ₊₁ = ρₖ₊₁ + βₖ qₖ

The two scalar equations become αₖ (qₖ·B qₖ) = ρₖ·ρₖ and βₖ (ρₖ·ρₖ) = ρₖ₊₁·ρₖ₊₁. This is a plain run for B y = L⁻¹b.

It remains to see that no other plain run has the same start. First, ρₖ·qₖ = ρₖ·ρₖ. This holds at k = 0, and if it holds at k, then

ρₖ₊₁·qₖ = ρₖ·qₖ − αₖ (qₖ·B qₖ) = ρₖ·ρₖ − ρₖ·ρₖ = 0

so the update of q gives ρₖ₊₁·qₖ₊₁ = ρₖ₊₁·ρₖ₊₁. A nonzero residual therefore has a nonzero direction. B is positive because, for v = Lᵀw, v·Bv = w·Aw. Hence, while ρₖ ≠ 0, qₖ·B qₖ > 0 and αₖ is determined; βₖ is determined because ρₖ·ρₖ ≠ 0. By induction, two plain runs with the same start agree as long as the residual before each step is nonzero, and xₖ = L⁻ᵀyₖ.

In the Lean theorem `split_preconditioning`, the finite type `n` labels the unknowns, `⬝ᵥ` is the scalar product and `*ᵥ` applies a matrix to a vector. A `History` stores the three vector sequences and two coefficient sequences. The preconditioned run is `s`; the plain run is `t`, so `t.x k` is yₖ. `IsPCG` and `IsCG` state the recurrences for the first `N` steps, with the coefficients fixed by products, as above. `PosEnergy A` says that v·Av > 0 for every nonzero v. Despite its name it is only this positivity; symmetry isn't assumed, so the symmetric positive definite case is included. `IsUnit L.det` says that L is invertible; L needn't be triangular.

The hypothesis `hr` asks that the residual rₖ of the preconditioned run be nonzero before each step, while the residual at step `N` may vanish. The conclusion relates iterates, residuals and directions up to and including `N`, and equates the coefficients below `N`. Once a residual is zero, its direction is zero too, and the equation for αₖ reads 0 = 0: the coefficients may then differ, although the vectors no longer move.

```lean
import Mathlib

open Matrix

namespace SplitPreconditionedCG

noncomputable section

/-- The record of a conjugate gradient calculation: iterates `x`, residuals `r`, search
directions `p`, step lengths `α` and direction-update coefficients `β`. -/
structure History (n : Type*) where
  x : ℕ → n → ℝ
  r : ℕ → n → ℝ
  p : ℕ → n → ℝ
  α : ℕ → ℝ
  β : ℕ → ℝ

variable {n : Type*} [Fintype n]

/-- The quadratic form `v · A v` is positive on every nonzero vector. -/
def PosEnergy (A : Matrix n n ℝ) : Prop := ∀ v : n → ℝ, v ≠ 0 → 0 < v ⬝ᵥ A *ᵥ v

/-- The history `s` follows the plain conjugate gradient recurrences for `A x = b`
during the first `N` steps. -/
structure IsCG (A : Matrix n n ℝ) (b : n → ℝ) (N : ℕ) (s : History n) : Prop where
  r_zero : s.r 0 = b - A *ᵥ s.x 0
  p_zero : s.p 0 = s.r 0
  step_eq : ∀ k < N, s.α k * (s.p k ⬝ᵥ A *ᵥ s.p k) = s.r k ⬝ᵥ s.r k
  x_succ : ∀ k < N, s.x (k + 1) = s.x k + s.α k • s.p k
  r_succ : ∀ k < N, s.r (k + 1) = s.r k - s.α k • (A *ᵥ s.p k)
  ratio_eq : ∀ k < N, s.β k * (s.r k ⬝ᵥ s.r k) = s.r (k + 1) ⬝ᵥ s.r (k + 1)
  p_succ : ∀ k < N, s.p (k + 1) = s.r (k + 1) + s.β k • s.p k

/-- In plain conjugate gradients the residual has the same overlap with the search
direction as with itself. -/
theorem residual_dot_direction {A : Matrix n n ℝ} {b : n → ℝ} {N : ℕ} {s : History n}
    (h : IsCG A b N s) (k : ℕ) (hk : k ≤ N) : s.r k ⬝ᵥ s.p k = s.r k ⬝ᵥ s.r k := by
  induction k with
  | zero => rw [h.p_zero]
  | succ k ih =>
    have hk' : k < N := by omega
    -- the step-length equation makes the new residual orthogonal to the old direction
    have h0 : s.r (k + 1) ⬝ᵥ s.p k = 0 := by
      rw [h.r_succ k hk', sub_dotProduct, smul_dotProduct, dotProduct_comm (A *ᵥ s.p k),
        smul_eq_mul, h.step_eq k hk', ih hk'.le, sub_self]
    rw [h.p_succ k hk', dotProduct_add, dotProduct_smul, h0, smul_zero, add_zero]

/-- In a plain conjugate gradient run for a matrix with positive quadratic form, the curvature
`p · A p` along the search direction is positive as long as the residual is nonzero. -/
theorem curvature_pos {A : Matrix n n ℝ} {b : n → ℝ} {N : ℕ} {s : History n}
    (hA : PosEnergy A) (h : IsCG A b N s) {k : ℕ} (hk : k ≤ N) (hr : s.r k ≠ 0) :
    0 < s.p k ⬝ᵥ A *ᵥ s.p k := by
  apply hA
  intro hp
  have h1 := residual_dot_direction h k hk
  rw [hp, dotProduct_zero] at h1
  exact hr (dotProduct_self_eq_zero.mp h1.symm)

/-- For a positive quadratic form, let two plain `N`-step conjugate gradient runs for the same
system have the same starting point and nonzero residuals before each step. Then their vectors agree
up to and including index `N`, and their coefficients agree below `N`. -/
theorem cg_unique {A : Matrix n n ℝ} {b : n → ℝ} {N : ℕ} {s t : History n}
    (hA : PosEnergy A) (hs : IsCG A b N s) (ht : IsCG A b N t) (h0 : s.x 0 = t.x 0)
    (hr : ∀ k < N, s.r k ≠ 0) :
    (∀ k ≤ N, s.x k = t.x k ∧ s.r k = t.r k ∧ s.p k = t.p k) ∧
      ∀ k < N, s.α k = t.α k ∧ s.β k = t.β k := by
  -- nonzero curvature and nonzero residual determine the two coefficients
  have ha : ∀ k < N, s.r k = t.r k → s.p k = t.p k → s.α k = t.α k := by
    intro k hk er ep
    apply mul_right_cancel₀ (curvature_pos hA hs hk.le (hr k hk)).ne'
    rw [hs.step_eq k hk, ep, er, ht.step_eq k hk]
  have hb : ∀ k < N, s.r k = t.r k → s.r (k + 1) = t.r (k + 1) → s.β k = t.β k := by
    intro k hk er er'
    have hc : s.r k ⬝ᵥ s.r k ≠ 0 := fun h => hr k hk (dotProduct_self_eq_zero.mp h)
    apply mul_right_cancel₀ hc
    rw [hs.ratio_eq k hk, er, er', ht.ratio_eq k hk]
  have key : ∀ k ≤ N, s.x k = t.x k ∧ s.r k = t.r k ∧ s.p k = t.p k := by
    intro k
    induction k with
    | zero =>
      intro _
      have er : s.r 0 = t.r 0 := by rw [hs.r_zero, ht.r_zero, h0]
      exact ⟨h0, er, by rw [hs.p_zero, ht.p_zero, er]⟩
    | succ k ih =>
      intro hk'
      have hk : k < N := by omega
      obtain ⟨ex, er, ep⟩ := ih hk.le
      have ea := ha k hk er ep
      have er' : s.r (k + 1) = t.r (k + 1) := by
        rw [hs.r_succ k hk, ht.r_succ k hk, er, ea, ep]
      have eb := hb k hk er er'
      exact ⟨by rw [hs.x_succ k hk, ht.x_succ k hk, ex, ea, ep], er',
        by rw [hs.p_succ k hk, ht.p_succ k hk, er', eb, ep]⟩
  exact ⟨key, fun k hk => ⟨ha k hk (key k hk.le).2.1 (key k hk.le).2.2,
    hb k hk (key k hk.le).2.1 (key (k + 1) hk).2.1⟩⟩

variable [DecidableEq n]

/-- The history `s` follows the preconditioned conjugate gradient recurrences for `A x = b` with
preconditioner `M` during the first `N` steps. This is meant for invertible `M`; invertibility isn't
part of the definition. -/
structure IsPCG (A M : Matrix n n ℝ) (b : n → ℝ) (N : ℕ) (s : History n) : Prop where
  r_zero : s.r 0 = b - A *ᵥ s.x 0
  p_zero : s.p 0 = M⁻¹ *ᵥ s.r 0
  step_eq : ∀ k < N, s.α k * (s.p k ⬝ᵥ A *ᵥ s.p k) = s.r k ⬝ᵥ M⁻¹ *ᵥ s.r k
  x_succ : ∀ k < N, s.x (k + 1) = s.x k + s.α k • s.p k
  r_succ : ∀ k < N, s.r (k + 1) = s.r k - s.α k • (A *ᵥ s.p k)
  ratio_eq : ∀ k < N,
    s.β k * (s.r k ⬝ᵥ M⁻¹ *ᵥ s.r k) = s.r (k + 1) ⬝ᵥ M⁻¹ *ᵥ s.r (k + 1)
  p_succ : ∀ k < N, s.p (k + 1) = M⁻¹ *ᵥ s.r (k + 1) + s.β k • s.p k

/-- The matrix `L⁻¹ A L⁻ᵀ` of the split-preconditioned system, for invertible `L`. -/
def splitMatrix (L A : Matrix n n ℝ) : Matrix n n ℝ := L⁻¹ * A * (Lᵀ)⁻¹

/-- The history in split variables, for invertible `L`: iterates and directions are multiplied
by `Lᵀ`, residuals by `L⁻¹`, and the coefficients are kept. -/
def History.split (L : Matrix n n ℝ) (s : History n) : History n where
  x := fun k => Lᵀ *ᵥ s.x k
  r := fun k => L⁻¹ *ᵥ s.r k
  p := fun k => Lᵀ *ᵥ s.p k
  α := s.α
  β := s.β

omit [DecidableEq n] in
private lemma mulVec_dot (B : Matrix n n ℝ) (u v : n → ℝ) :
    (B *ᵥ u) ⬝ᵥ v = u ⬝ᵥ Bᵀ *ᵥ v := by
  rw [Matrix.mulVec_transpose, dotProduct_comm, Matrix.dotProduct_mulVec, dotProduct_comm]

private lemma isUnit_transpose {L : Matrix n n ℝ} (hL : IsUnit L.det) : IsUnit Lᵀ.det := by
  rwa [Matrix.det_transpose]

private lemma split_apply {L : Matrix n n ℝ} (hL : IsUnit L.det) (A : Matrix n n ℝ)
    (p : n → ℝ) : splitMatrix L A *ᵥ (Lᵀ *ᵥ p) = L⁻¹ *ᵥ (A *ᵥ p) := by
  rw [splitMatrix, Matrix.mulVec_mulVec, Matrix.mul_assoc,
    Matrix.nonsing_inv_mul _ (isUnit_transpose hL), Matrix.mul_one, ← Matrix.mulVec_mulVec]

private lemma split_solve {L : Matrix n n ℝ} (hL : IsUnit L.det) (r : n → ℝ) :
    Lᵀ *ᵥ ((L * Lᵀ)⁻¹ *ᵥ r) = L⁻¹ *ᵥ r := by
  rw [Matrix.mul_inv_rev, Matrix.mulVec_mulVec, ← Matrix.mul_assoc,
    Matrix.mul_nonsing_inv _ (isUnit_transpose hL), Matrix.one_mul]

/-- For invertible `L`, the squared length of the split residual `L⁻¹ r` is the
preconditioned product `r · (L Lᵀ)⁻¹ r`. -/
theorem split_residual (L : Matrix n n ℝ) (r : n → ℝ) :
    (L⁻¹ *ᵥ r) ⬝ᵥ (L⁻¹ *ᵥ r) = r ⬝ᵥ (L * Lᵀ)⁻¹ *ᵥ r := by
  rw [mulVec_dot, Matrix.mulVec_mulVec, Matrix.mul_inv_rev, Matrix.transpose_nonsing_inv]

/-- For invertible `L`, the curvature of the split system along `Lᵀ p` equals the
curvature `p · A p` of the original one. -/
theorem split_curvature {L : Matrix n n ℝ} (hL : IsUnit L.det) (A : Matrix n n ℝ)
    (p : n → ℝ) : (Lᵀ *ᵥ p) ⬝ᵥ splitMatrix L A *ᵥ (Lᵀ *ᵥ p) = p ⬝ᵥ A *ᵥ p := by
  rw [split_apply hL, mulVec_dot, Matrix.transpose_transpose, Matrix.mulVec_mulVec,
    Matrix.mul_nonsing_inv _ hL, Matrix.one_mulVec]

/-- For invertible `L`, a conjugate gradient run preconditioned by `L Lᵀ` becomes, in split
variables, a plain conjugate gradient run for `L⁻¹ A L⁻ᵀ y = L⁻¹ b`. -/
theorem pcg_to_cg {L A : Matrix n n ℝ} {b : n → ℝ} {N : ℕ} {s : History n}
    (hL : IsUnit L.det) (h : IsPCG A (L * Lᵀ) b N s) :
    IsCG (splitMatrix L A) (L⁻¹ *ᵥ b) N (s.split L) where
  r_zero := by
    simp only [History.split]
    rw [split_apply hL, h.r_zero, Matrix.mulVec_sub]
  p_zero := by
    simp only [History.split]
    rw [h.p_zero, split_solve hL]
  step_eq k hk := by
    simp only [History.split]
    rw [split_curvature hL, split_residual, h.step_eq k hk]
  x_succ k hk := by
    simp only [History.split]
    rw [h.x_succ k hk, Matrix.mulVec_add, Matrix.mulVec_smul]
  r_succ k hk := by
    simp only [History.split]
    rw [split_apply hL, h.r_succ k hk, Matrix.mulVec_sub, Matrix.mulVec_smul]
  ratio_eq k hk := by
    simp only [History.split]
    rw [split_residual, split_residual, h.ratio_eq k hk]
  p_succ k hk := by
    simp only [History.split]
    rw [h.p_succ k hk, Matrix.mulVec_add, Matrix.mulVec_smul, split_solve hL]

/-- Split preconditioning equivalence: let `v · A v > 0` for `v ≠ 0`, let `L` be invertible and
`y₀ = Lᵀ x₀`. While the residuals before each step are nonzero, the iterates preconditioned by
`L Lᵀ` are `L⁻ᵀ` times the plain ones of the split system, residuals and directions correspond
through `L` and `L⁻ᵀ`, and the coefficients coincide. -/
theorem split_preconditioning {L A : Matrix n n ℝ} {b : n → ℝ} {N : ℕ} {s t : History n}
    (hA : PosEnergy A) (hL : IsUnit L.det) (hs : IsPCG A (L * Lᵀ) b N s)
    (ht : IsCG (splitMatrix L A) (L⁻¹ *ᵥ b) N t) (h0 : t.x 0 = Lᵀ *ᵥ s.x 0)
    (hr : ∀ k < N, s.r k ≠ 0) :
    (∀ k ≤ N, s.x k = (Lᵀ)⁻¹ *ᵥ t.x k ∧ s.r k = L *ᵥ t.r k ∧ s.p k = (Lᵀ)⁻¹ *ᵥ t.p k) ∧
      ∀ k < N, s.α k = t.α k ∧ s.β k = t.β k := by
  have hLT := isUnit_transpose hL
  have back : ∀ v : n → ℝ, L *ᵥ (L⁻¹ *ᵥ v) = v := fun v => by
    rw [Matrix.mulVec_mulVec, Matrix.mul_nonsing_inv _ hL, Matrix.one_mulVec]
  have backT : ∀ v : n → ℝ, (Lᵀ)⁻¹ *ᵥ (Lᵀ *ᵥ v) = v := fun v => by
    rw [Matrix.mulVec_mulVec, Matrix.nonsing_inv_mul _ hLT, Matrix.one_mulVec]
  -- the split matrix inherits positivity
  have hpos : PosEnergy (splitMatrix L A) := by
    intro v hv
    obtain ⟨w, rfl⟩ : ∃ w, Lᵀ *ᵥ w = v := ⟨(Lᵀ)⁻¹ *ᵥ v, by
      rw [Matrix.mulVec_mulVec, Matrix.mul_nonsing_inv _ hLT, Matrix.one_mulVec]⟩
    rw [split_curvature hL]
    exact hA w (fun h => hv (by rw [h, Matrix.mulVec_zero]))
  have hr' : ∀ k < N, (s.split L).r k ≠ 0 := by
    intro k hk h
    have h1 : L⁻¹ *ᵥ s.r k = 0 := h
    have h2 := back (s.r k)
    rw [h1, Matrix.mulVec_zero] at h2
    exact hr k hk h2.symm
  -- both runs solve the same split system from the same start
  have key := cg_unique hpos (pcg_to_cg hL hs) ht h0.symm hr'
  refine ⟨fun k hk => ?_, key.2⟩
  obtain ⟨ex, er, ep⟩ := key.1 k hk
  rw [← ex, ← er, ← ep]
  exact ⟨(backT _).symm, (back _).symm, (backT _).symm⟩

/-- An explicit two-step history for a system with two unknowns. -/
def sampleRun : History (Fin 2) where
  x := fun k => if k = 0 then ![0, 0] else if k = 1 then ![0, 1/2] else ![2/3, 1/3]
  r := fun k => if k = 0 then ![1, 2] else if k = 1 then ![1/2, 0] else ![0, 0]
  p := fun k => if k = 0 then ![0, 1] else if k = 1 then ![1, -1/4] else ![0, 0]
  α := fun k => if k = 0 then 1/2 else 2/3
  β := fun k => if k = 0 then 1/4 else 0

/-- The sample history is a two-step preconditioned run with nonzero residuals before each
step, for an explicit matrix with positive quadratic form and an explicit invertible factor. -/
theorem split_preconditioning_witness :
    PosEnergy !![(1 : ℝ), 1; 1, 4] ∧ IsUnit (!![(1 : ℝ), 0; 1, 1]).det ∧
      IsPCG !![(1 : ℝ), 1; 1, 4] (!![(1 : ℝ), 0; 1, 1] * !![(1 : ℝ), 0; 1, 1]ᵀ)
        ![1, 2] 2 sampleRun ∧ ∀ k < 2, sampleRun.r k ≠ 0 := by
  have hM : (!![(1 : ℝ), 0; 1, 1] * !![(1 : ℝ), 0; 1, 1]ᵀ)⁻¹ = !![2, -1; -1, 1] := by
    have hT : !![(1 : ℝ), 0; 1, 1]ᵀ = !![1, 1; 0, 1] := by
      ext i j
      fin_cases i <;> fin_cases j <;> rfl
    apply Matrix.inv_eq_right_inv
    rw [hT]
    ext i j
    fin_cases i <;> fin_cases j <;>
      norm_num [Matrix.mul_apply, Matrix.vecMul, dotProduct, Fin.sum_univ_two]
  refine ⟨?_, by simp [Matrix.det_fin_two], ⟨?_, ?_, ?_, ?_, ?_, ?_, ?_⟩, ?_⟩
  · intro v hv
    -- complete the square
    have e : v ⬝ᵥ !![(1 : ℝ), 1; 1, 4] *ᵥ v = (v 0 + v 1) ^ 2 + 3 * v 1 ^ 2 := by
      simp [Matrix.mulVec, dotProduct, Fin.sum_univ_two]
      ring
    rw [e]
    by_contra hneg
    have h1 : v 1 ^ 2 = 0 := by nlinarith [sq_nonneg (v 0 + v 1), sq_nonneg (v 1)]
    have h2 : (v 0 + v 1) ^ 2 = 0 := by nlinarith [sq_nonneg (v 0 + v 1), sq_nonneg (v 1)]
    have h1' : v 1 = 0 := pow_eq_zero_iff two_ne_zero |>.mp h1
    have h2' : v 0 + v 1 = 0 := pow_eq_zero_iff two_ne_zero |>.mp h2
    have h0' : v 0 = 0 := by linarith
    exact hv (by ext i; fin_cases i <;> simp [h0', h1'])
  · ext i
    fin_cases i <;> norm_num [sampleRun, Matrix.mulVec, dotProduct, Fin.sum_univ_two]
  · rw [hM]
    ext i
    fin_cases i <;> norm_num [sampleRun, Matrix.mulVec, dotProduct, Fin.sum_univ_two]
  · intro k hk
    rw [hM]
    interval_cases k <;> norm_num [sampleRun, Matrix.mulVec, dotProduct, Fin.sum_univ_two]
  · intro k hk
    ext i
    interval_cases k <;> fin_cases i <;> norm_num [sampleRun]
  · intro k hk
    ext i
    interval_cases k <;> fin_cases i <;>
      norm_num [sampleRun, Matrix.mulVec, dotProduct, Fin.sum_univ_two]
  · intro k hk
    rw [hM]
    interval_cases k <;> norm_num [sampleRun, Matrix.mulVec, dotProduct, Fin.sum_univ_two]
  · intro k hk
    rw [hM]
    ext i
    interval_cases k <;> fin_cases i <;>
      norm_num [sampleRun, Matrix.mulVec, dotProduct, Fin.sum_univ_two]
  · intro k hk h
    have h1 := congrFun h 0
    interval_cases k <;> norm_num [sampleRun] at h1

end

end SplitPreconditionedCG
```

```lean
#print axioms SplitPreconditionedCG.residual_dot_direction
#print axioms SplitPreconditionedCG.split_preconditioning
```

```
'SplitPreconditionedCG.residual_dot_direction' depends on axioms: [propext, Classical.choice, Quot.sound]
'SplitPreconditionedCG.split_preconditioning' depends on axioms: [propext, Classical.choice, Quot.sound]
```

The lemmas `split_apply`, `split_solve`, `split_residual` and `split_curvature` are the four identities, in that order. `pcg_to_cg` uses them to check each plain recurrence for `s.split L`, the transformed history. `residual_dot_direction` is the induction for ρₖ·qₖ, and `curvature_pos` draws the positivity from it. In `cg_unique`, `mul_right_cancel₀` cancels the nonzero curvature or squared residual to identify the coefficients, and an induction carries the equality of the vectors forward. The main theorem transfers positivity to the split matrix, applies `cg_unique` to `s.split L` and `t`, and undoes the change of variables with `back` and `backT`.

`split_preconditioning_witness` supplies a run with two unknowns and a non-diagonal L. It goes from (0, 0) through (0, 1/2) to the solution (2/3, 1/3), so termination falls exactly at `N` = 2. Positivity there comes from completing the square.

In an electronic-structure code, this applies for instance to the Hartree potential from a Poisson equation with fixed boundary values on a rectangular box. With the standard second-order finite differences on a uniform grid, the matrix for −∇² is real, symmetric and positive definite. With an incomplete Cholesky factor L, each iteration solves L w = r forwards and Lᵀz = w backwards. Then z = M⁻¹r enters the new direction, while w is the residual of the split system, and r·z = w·w supplies the numerator of the step length. The split matrix is never formed.

The step from this model to a running code is rounding: the theorem concerns real numbers, and in floating point the two runs can separate gradually. How fast either run converges is a separate matter: for symmetric positive definite A it depends on the spectrum of L⁻¹AL⁻ᵀ and on how the starting residual L⁻¹r₀ is spread over the eigenvectors. The spectrum is the same for every square factor of M, since LQ merely rotates the split matrix.
